# The Pick matrix of m distinct real poles with positive weights, sampled at n distinct points in the upper half-plane, has rank min(n, m)

Before continuing Matsubara data to the real axis, a code can build the Pick matrix of the data and test whether it is positive semidefinite. A test by Cholesky factorisation may ask for more than that: a routine that demands strictly positive pivots stops at a zero pivot, even when the data are exact. For a Green's function with finitely many poles, all real and of positive weight, sampled at distinct points in the upper half-plane, whether the exact matrix is singular depends only on two counts, the number of frequencies and the number of poles.

## Rank, definiteness and determinant from two counts

Take m distinct real energies e_k with weights a_k > 0, and define

N(w) = Σ_k a_k / (e_k − w).

With the usual convention G(w) = Σ_k a_k / (w − e_k), this is N = −G. Sample N at n distinct points z_i with Im z_i > 0, for example at positive Matsubara frequencies z_i = iω_i. The Pick matrix P has the entries

P_ij = (N(z_i) − conj N(z_j)) / (z_i − conj z_j).

Then

rank P = min(n, m),

P is positive definite if and only if n ≤ m,

det P = 0 if and only if m < n.

## Reading a failed Cholesky factorisation

A diagonal element of the fermionic Green's function of a model with finitely many orbitals, interacting or not, has this pole form once equal energies are merged and zero weights removed. An exact-diagonalisation solver with few bath sites can therefore produce exact data whose Pick matrix is singular, simply because more frequencies were sampled than there are poles.

The smallest singular case with at least one pole has a single pole, here at energy 0 with weight 1, sampled at z_1 = i and z_2 = 2i. Here N(i) = i and N(2i) = i/2, and the matrix is

P = [[1, 1/2], [1/2, 1/4]],

with eigenvalues 5/4 and 0. The data are perfectly causal, but a Cholesky routine that demands strictly positive pivots rejects them. An acceptance test should allow zero eigenvalues, with a tolerance for rounding.

The sign convention matters too. Feeding G instead of N into the formula reverses the sign of P, so valid data then give a negative semidefinite matrix.

## From partial fractions to a root count

**Factorisation.** Since e_k and a_k are real, conj N(z_j) = Σ_k a_k / (e_k − conj z_j). The difference of two simple fractions is

1/(e_k − z_i) − 1/(e_k − conj z_j) = (z_i − conj z_j) / ((e_k − z_i)(e_k − conj z_j)).

The factor z_i − conj z_j has positive imaginary part, so it is nonzero and cancels in P_ij:

P_ij = Σ_k a_k / ((e_k − z_i)(e_k − conj z_j)).

With the m × n amplitude matrix

B_kj = √a_k / (e_k − conj z_j)

this reads P = Bᴴ B. Hence xᴴ P x = ‖Bx‖² ≥ 0 for every vector x, which is semidefiniteness for any n and m.

**Vanishing residues.** Let w_j be n distinct numbers and u_k be m distinct numbers, with no u_k equal to any w_j and n ≤ m. Suppose that

Σ_j x_j / (u_k − w_j) = 0 for every k.

Then all x_j are zero. For n = 0 there is nothing to show. Otherwise define the polynomial

p(t) = Σ_j x_j Π_{l≠j} (t − w_l),

whose degree is at most n − 1. Clearing denominators gives

p(u_k) = Π_l (u_k − w_l) · Σ_j x_j / (u_k − w_j) = 0.

So p has m ≥ n distinct roots and must be the zero polynomial. At t = w_j every term but one vanishes, which leaves

0 = p(w_j) = x_j Π_{l≠j} (w_j − w_l).

The product is nonzero, so x_j = 0.

**Rank of B.** If n ≤ m and Bx = 0, divide row k by √a_k and apply the result with u_k = e_k and w_j = conj z_j. This gives x = 0, so B has rank n. If m ≤ n and Bᵀy = 0, then

Σ_k √a_k y_k / (e_k − conj z_j) = 0 for every j.

After a change of overall sign this is the same situation with poles and points exchanged and residues √a_k y_k. Thus y = 0, and B has rank m.

**Rank of P.** If Bᴴ B x = 0, then ‖Bx‖² = 0 and Bx = 0. The matrices P and B therefore have the same kernel and the same rank, min(n, m). A positive definite P is invertible, which forces n ≤ m. Conversely, for n ≤ m and x ≠ 0 we have Bx ≠ 0, so xᴴ P x > 0. The determinant vanishes exactly when the rank is below n, that is, when m < n.

## The Lean file

```lean
import Mathlib

open Matrix
open scoped ComplexConjugate ComplexOrder

namespace PickMatrixPoleCount

noncomputable section

variable {ι κ : Type*}

/-- The amplitude matrix with entries `√a_k / (e_k - conj z_j)`, for weights `a_k ≥ 0` and points
`z_j` whose conjugates avoid the poles `e_k`. -/
def amplitude (e a : κ → ℝ) (z : ι → ℂ) : Matrix κ ι ℂ :=
  Matrix.of fun k j => (Real.sqrt (a k) : ℂ) / ((e k : ℂ) - conj (z j))

variable [Fintype κ]

/-- The function `N(w) = ∑ a_k / (e_k - w)` with poles `e_k` and weights `a_k`, for `w` away
from the poles. -/
def nevanlinna (e a : κ → ℝ) (w : ℂ) : ℂ :=
  ∑ k, (a k : ℂ) / ((e k : ℂ) - w)

/-- The Pick matrix `(N(z_i) - conj N(z_j)) / (z_i - conj z_j)` of the data `N(z_i)`, for points
in the open upper half-plane. -/
def pick (e a : κ → ℝ) (z : ι → ℂ) : Matrix ι ι ℂ :=
  Matrix.of fun i j =>
    (nevanlinna e a (z i) - conj (nevanlinna e a (z j))) / (z i - conj (z j))

/-- A real energy never coincides with a point off the real axis. -/
theorem real_sub_ne_zero (x : ℝ) {w : ℂ} (hw : w.im ≠ 0) : (x : ℂ) - w ≠ 0 := by
  intro h0
  have h := congrArg Complex.im h0
  simp only [Complex.sub_im, Complex.ofReal_im, Complex.zero_im] at h
  exact hw (by linarith)

/-- For non-negative weights and points in the open upper half-plane, the Pick matrix is the Gram
matrix `Bᴴ B` of the amplitude matrix `B`. -/
theorem pick_eq_gram {e a : κ → ℝ} {z : ι → ℂ} (ha : ∀ k, 0 ≤ a k)
    (hz : ∀ i, 0 < (z i).im) :
    pick e a z = (amplitude e a z)ᴴ * amplitude e a z := by
  ext i j
  have hd : z i - conj (z j) ≠ 0 := by
    intro h0
    have h := congrArg Complex.im h0
    simp only [Complex.sub_im, Complex.conj_im, Complex.zero_im] at h
    linarith [hz i, hz j]
  simp only [pick, nevanlinna, amplitude, Matrix.of_apply, Matrix.mul_apply,
    Matrix.conjTranspose_apply, ← starRingEnd_apply, map_sum, map_div₀, map_sub,
    Complex.conj_ofReal, Complex.conj_conj]
  rw [← Finset.sum_sub_distrib, Finset.sum_div]
  refine Finset.sum_congr rfl fun k _ => ?_
  -- compare the two sums pole by pole
  have h1 : (e k : ℂ) - z i ≠ 0 := real_sub_ne_zero _ (hz i).ne'
  have h2 : (e k : ℂ) - conj (z j) ≠ 0 :=
    real_sub_ne_zero _ (by rw [Complex.conj_im]; linarith [hz j])
  have hs : (Real.sqrt (a k) : ℂ) * (Real.sqrt (a k) : ℂ) = (a k : ℂ) := by
    rw [← Complex.ofReal_mul, Real.mul_self_sqrt (ha k)]
  rw [div_mul_div_comm, hs, div_sub_div _ _ h1 h2, div_div,
    div_eq_div_iff (mul_ne_zero (mul_ne_zero h1 h2) hd) (mul_ne_zero h1 h2)]
  ring

variable [Fintype ι]

/-- A sum of simple poles at distinct `w_j` that vanishes at no fewer distinct points `u_k` than
it has terms has only zero residues. -/
theorem residues_eq_zero {u : κ → ℂ} {w : ι → ℂ} (hu : Function.Injective u)
    (hw : Function.Injective w) (huw : ∀ k j, u k - w j ≠ 0)
    (hcard : Fintype.card ι ≤ Fintype.card κ) {x : ι → ℂ}
    (hx : ∀ k, ∑ j, x j / (u k - w j) = 0) : x = 0 := by
  classical
  funext j₀
  -- the numerator after clearing denominators
  let p : Polynomial ℂ := ∑ j, Polynomial.C (x j) *
    ∏ l ∈ Finset.univ.erase j, (Polynomial.X - Polynomial.C (w l))
  have hdeg : p.natDegree ≤ Fintype.card ι - 1 := by
    refine Polynomial.natDegree_sum_le_of_forall_le _ _ fun j _ => ?_
    refine (Polynomial.natDegree_C_mul_le _ _).trans
      ((Polynomial.natDegree_prod_le _ _).trans ?_)
    simp [Finset.card_erase_of_mem]
  have hpos : 0 < Fintype.card ι := Fintype.card_pos_iff.mpr ⟨j₀⟩
  have hroot : ∀ k, p.eval (u k) = 0 := by
    intro k
    have h : p.eval (u k) = (∏ l, (u k - w l)) * ∑ j, x j / (u k - w j) := by
      simp only [p, Polynomial.eval_finsetSum, Polynomial.eval_mul, Polynomial.eval_C,
        Polynomial.eval_prod, Polynomial.eval_sub, Polynomial.eval_X, Finset.mul_sum]
      refine Finset.sum_congr rfl fun j _ => ?_
      have h1 : (u k - w j) * (x j / (u k - w j)) = x j := by
        rw [mul_comm, div_mul_cancel₀ _ (huw k j)]
      rw [← Finset.mul_prod_erase Finset.univ (fun l => u k - w l) (Finset.mem_univ j)]
      linear_combination (-(∏ l ∈ Finset.univ.erase j, (u k - w l))) * h1
    rw [h, hx k, mul_zero]
  -- more roots than the degree allows
  have hp : p = 0 :=
    Polynomial.eq_zero_of_natDegree_lt_card_of_eval_eq_zero p hu hroot (by omega)
  have hev : p.eval (w j₀) = x j₀ * ∏ l ∈ Finset.univ.erase j₀, (w j₀ - w l) := by
    simp only [p, Polynomial.eval_finsetSum, Polynomial.eval_mul, Polynomial.eval_C,
      Polynomial.eval_prod, Polynomial.eval_sub, Polynomial.eval_X]
    refine Finset.sum_eq_single j₀ (fun j _ hj => ?_) (fun h => absurd (Finset.mem_univ _) h)
    exact mul_eq_zero_of_right _ (Finset.prod_eq_zero (i := j₀)
      (Finset.mem_erase.mpr ⟨hj.symm, Finset.mem_univ _⟩) (sub_self _))
  rw [hp, Polynomial.eval_zero] at hev
  exact (mul_eq_zero.mp hev.symm).resolve_right (Finset.prod_ne_zero_iff.mpr fun l hl =>
    sub_ne_zero.mpr fun h => (Finset.ne_of_mem_erase hl) (hw h).symm)

variable {e a : κ → ℝ} {z : ι → ℂ}

/-- For distinct energies, positive weights and distinct points in the open upper half-plane, with
at least as many poles as points, the amplitude matrix annihilates no nonzero vector, so it acts
injectively. -/
theorem amplitude_injective (he : Function.Injective e) (ha : ∀ k, 0 < a k)
    (hzi : Function.Injective z) (hz : ∀ i, 0 < (z i).im)
    (h : Fintype.card ι ≤ Fintype.card κ) :
    Function.Injective (amplitude e a z).mulVec := by
  intro x y hxy
  have h0 : amplitude e a z *ᵥ (x - y) = 0 := by
    rw [Matrix.mulVec_sub]
    exact sub_eq_zero.mpr hxy
  refine sub_eq_zero.mp (residues_eq_zero (u := fun k => (e k : ℂ))
    (w := fun j => conj (z j)) (Complex.ofReal_injective.comp he)
    ((starRingEnd ℂ).injective.comp hzi)
    (fun k j => real_sub_ne_zero _ (by rw [Complex.conj_im]; linarith [hz j])) h fun k => ?_)
  have hk := congrFun h0 k
  simp only [Matrix.mulVec, dotProduct, amplitude, Matrix.of_apply, Pi.zero_apply] at hk
  have hs : (Real.sqrt (a k) : ℂ) ≠ 0 :=
    Complex.ofReal_ne_zero.mpr (Real.sqrt_pos.mpr (ha k)).ne'
  refine (mul_eq_zero.mp ?_).resolve_left hs
  rw [Finset.mul_sum]
  refine Eq.trans (Finset.sum_congr rfl fun j _ => ?_) hk
  ring

/-- For distinct energies, positive weights and distinct points in the open upper half-plane, the
rank of the Pick matrix is the smaller of the number of points and the number of poles. -/
theorem pick_rank (he : Function.Injective e) (ha : ∀ k, 0 < a k)
    (hzi : Function.Injective z) (hz : ∀ i, 0 < (z i).im) :
    (pick e a z).rank = min (Fintype.card ι) (Fintype.card κ) := by
  rw [pick_eq_gram (fun k => (ha k).le) hz, Matrix.rank_conjTranspose_mul_self]
  rcases le_total (Fintype.card ι) (Fintype.card κ) with h | h
  · have hinj : Function.Injective (amplitude e a z).mulVecLin :=
      amplitude_injective he ha hzi hz h
    rw [min_eq_left h, Matrix.rank, LinearMap.finrank_range_of_inj hinj,
      Module.finrank_fintype_fun_eq_card]
  · -- no more poles than points: exchange the roles of poles and points
    have hinj : Function.Injective (amplitude e a z)ᵀ.mulVecLin := by
      rw [injective_iff_map_eq_zero]
      intro y hy
      have hy' : (fun k => (Real.sqrt (a k) : ℂ) * y k) = 0 := by
        refine residues_eq_zero (u := fun j => conj (z j)) (w := fun k => (e k : ℂ))
          ((starRingEnd ℂ).injective.comp hzi) (Complex.ofReal_injective.comp he)
          (fun j k => sub_ne_zero.mpr (sub_ne_zero.mp (real_sub_ne_zero (e k)
            (by rw [Complex.conj_im]; linarith [hz j]))).symm) h fun j => ?_
        have hj := congrFun hy j
        simp only [Matrix.mulVecLin_apply, Matrix.mulVec, dotProduct, Matrix.transpose_apply,
          amplitude, Matrix.of_apply, Pi.zero_apply] at hj
        rw [← neg_eq_zero, ← Finset.sum_neg_distrib]
        refine Eq.trans (Finset.sum_congr rfl fun k _ => ?_) hj
        have hflip : conj (z j) - (e k : ℂ) = -((e k : ℂ) - conj (z j)) := by ring
        simp only [hflip, div_neg, neg_neg]
        ring
      funext k
      exact (mul_eq_zero.mp (congrFun hy' k)).resolve_left
        (Complex.ofReal_ne_zero.mpr (Real.sqrt_pos.mpr (ha k)).ne')
    rw [min_eq_right h, ← Matrix.rank_transpose, Matrix.rank,
      LinearMap.finrank_range_of_inj hinj, Module.finrank_fintype_fun_eq_card]

/-- For distinct energies, positive weights and distinct points in the open upper half-plane, the
Pick matrix is positive definite exactly when there are at least as many poles as points. -/
theorem pick_posDef_iff (he : Function.Injective e) (ha : ∀ k, 0 < a k)
    (hzi : Function.Injective z) (hz : ∀ i, 0 < (z i).im) :
    (pick e a z).PosDef ↔ Fintype.card ι ≤ Fintype.card κ := by
  classical
  constructor
  · intro hP
    have hr := Matrix.rank_of_isUnit _ hP.isUnit
    rw [pick_rank he ha hzi hz] at hr
    omega
  · intro h
    rw [pick_eq_gram (fun k => (ha k).le) hz]
    exact Matrix.PosDef.conjTranspose_mul_self _ (amplitude_injective he ha hzi hz h)

/-- For distinct energies, positive weights and distinct points in the open upper half-plane, the
determinant of the Pick matrix vanishes exactly when there are fewer poles than points. -/
theorem pick_det_eq_zero_iff [DecidableEq ι] (he : Function.Injective e) (ha : ∀ k, 0 < a k)
    (hzi : Function.Injective z) (hz : ∀ i, 0 < (z i).im) :
    (pick e a z).det = 0 ↔ Fintype.card κ < Fintype.card ι := by
  constructor
  · intro hdet
    by_contra hlt
    exact ((pick_posDef_iff he ha hzi hz).mpr (not_lt.mp hlt)).det_pos.ne' hdet
  · intro hlt
    by_contra hdet
    have hr := Matrix.rank_of_isUnit _
      ((Matrix.isUnit_iff_isUnit_det _).mpr (isUnit_iff_ne_zero.mpr hdet))
    rw [pick_rank he ha hzi hz] at hr
    omega

end

end PickMatrixPoleCount
```

```lean
#print axioms PickMatrixPoleCount.pick_rank
#print axioms PickMatrixPoleCount.pick_det_eq_zero_iff
```

```
'PickMatrixPoleCount.pick_rank' depends on axioms: [propext, Classical.choice, Quot.sound]
'PickMatrixPoleCount.pick_det_eq_zero_iff' depends on axioms: [propext, Classical.choice, Quot.sound]
```

## How the Lean objects map to poles and frequencies

The finite type `κ` labels the poles and `ι` labels the sampling points, so m is `Fintype.card κ` and n is `Fintype.card ι`. Either may be zero. The functions `e`, `a` and `z` hold the energies, weights and points, while `nevanlinna`, `pick` and `amplitude` are N, P and B as written above.

The three final theorems, `pick_rank`, `pick_posDef_iff` and `pick_det_eq_zero_iff`, share four hypotheses. `he` says that the energies are distinct, `ha` that every weight is positive, `hzi` that the points are distinct, and `hz` that they lie strictly above the real axis. Mathlib's `PosDef` includes the requirement that the matrix be Hermitian.

## How the lemmas follow the derivation

`real_sub_ne_zero` compares imaginary parts to show that a real energy differs from any non-real point. `pick_eq_gram` is the factorisation. It compares entries, moves the difference of N values inside the sum over poles, and checks each term by clearing denominators and calling `ring`. It assumes non-negative weights and points in the upper half-plane, but neither distinct energies nor distinct points.

`residues_eq_zero` is the polynomial argument, and `amplitude_injective` applies it to the difference of two vectors with the same image under B. In `pick_rank`, `Matrix.rank_conjTranspose_mul_self` replaces the rank of Bᴴ B by that of B. The two cases of `le_total` are then n ≤ m and m ≤ n, the second handled through the transpose.

For `pick_posDef_iff`, one direction compares the full rank of an invertible matrix with `pick_rank`, and the other uses the injectivity of B. `pick_det_eq_zero_iff` combines the positive determinant of a positive definite matrix with the same rank comparison.

## The root count in Mathlib

The proof turns on `Polynomial.eq_zero_of_natDegree_lt_card_of_eval_eq_zero`. It takes a polynomial, an injective family of numbers indexed by a finite type, and a proof that the polynomial vanishes on the whole family. If the degree is smaller than the size of the index type, the polynomial is zero.

This fits the problem because poles and frequencies are already injective families. No set of roots has to be assembled, and the case with the two families exchanged is handled by a second call of `residues_eq_zero`, after a transpose and a change of sign.

The strict inequality needs some care, since the degree bound is `Fintype.card ι - 1` and subtraction of natural numbers stops at zero. The proof therefore fixes an index `j₀` first. Its existence gives `hpos`, the statement that n is at least 1, and `omega` can then conclude that n − 1 < m.

## Degenerate levels count once

Suppose the energies were allowed to coincide. Take two entries e_1 = e_2 = 0 with weights a_1 = a_2 = 1/2, and again z_1 = i and z_2 = 2i. Now n = m = 2, and the count alone would promise a positive definite matrix. But N(w) = −1/w is the single-pole function from before, and P is the same singular matrix. A code that predicts the rank from a list of excitations must therefore merge degenerate energies first.

## Exact pole sums, not noisy data

The theorems start from a known finite pole sum. They do not run in the direction of the Nevanlinna–Pick interpolation criterion, which infers from a positive semidefinite matrix that a suitable function through the data exists. Continuous spectra, matrix-valued Green's functions and weights of mixed sign, as in bosonic correlators, are not covered either.

The statements concern exact values and give no lower bound on the smallest eigenvalue. That eigenvalue tends to zero when two sampling points approach each other, so a factorisation in double precision can fail even for n ≤ m. For the same reason, a numerical rank below n does not by itself show that the system has few poles.
